# Moment recurrences for radial Dirac-Coulomb solutions with convergent moments and vanishing boundary terms

## How are the radial moments of a Dirac-Coulomb state related?

If I compute the radial moments of a Dirac-Coulomb state one at a time, a wrong sign or a missing rest energy can go unnoticed, because each number looks plausible by itself. I believe that the moments of P² + Q², P² − Q² and PQ are tied together by three linear recurrences, where P and Q are the large and small radial components. Can someone derive them with the convergence and boundary conditions stated, and have Lean check the proof?

## Integrate the derivatives of three densities

Yes, for one electron in the field of a point nucleus. In atomic units, let Z be the nuclear charge, k the relativistic angular quantum number, c ≠ 0 the speed of light and E the energy including the rest energy c². For r > 0 the radial equations are

P' = −kP/r + (E + c² + Z/r)Q/c

Q' = kQ/r − (E − c² + Z/r)P/c

Write a = P² + Q², b = P² − Q² and m = PQ. By the product rule,

a' = 2PP' + 2QQ' = −2kb/r + 4cm

b' = 2PP' − 2QQ' = −2ka/r + 4(E + Z/r)m/c

m' = P'Q + PQ' = ca − (E + Z/r)b/c

In a', the terms in E and Z/r cancel; in b', those in c² cancel; in m', those in k cancel.

Let A_p, B_p and C_p be the integrals of r^p a, r^p b and r^p m over r > 0. For f equal to a, b or m, integrating (r^(p+1) f)' gives, when the boundary terms vanish,

(p+1) ∫ r^p f dr = −∫ r^(p+1) f' dr

Inserting the three derivatives yields

(p+1)A_p = 2kB_p − 4cC_(p+1)

(p+1)B_p = 2kA_p − 4(EC_(p+1) + ZC_p)/c

(p+1)C_p = (EB_(p+1) + ZB_p)/c − cA_(p+1)

A virial theorem follows. The first two relations at p = 0 give

EA₀ − c²B₀ = 2k(EB₀ − c²A₀) + 4cZC₀

At p = −1, the third gives EB₀ − c²A₀ = −ZB₋₁ and the first gives 4cC₀ = 2kB₋₁. The right side is therefore zero, and EA₀ = c²B₀.

For a normalised state this reads E − c² = −2c²∫Q² dr. As c grows, a bound state with E near c² has Q ≈ (P' + kP/r)/(2c), so the right side tends to minus the kinetic energy: the familiar nonrelativistic virial theorem.

Here is the Lean file:

```lean
import Mathlib

open MeasureTheory Set Filter Topology

namespace DiracCoulombMoments

noncomputable section

/-- The radial Dirac-Coulomb eigenvalue equations on `r > 0` for the large component `P` and the
small component `Q`, with nuclear charge `Z`, quantum number `k` and energy `E` including the
rest energy `c ^ 2`. -/
structure IsRadialSolution (c Z k E : ℝ) (P Q : ℝ → ℝ) : Prop where
  diffP : ∀ r, 0 < r → DifferentiableAt ℝ P r
  diffQ : ∀ r, 0 < r → DifferentiableAt ℝ Q r
  upper : ∀ r, 0 < r → (c ^ 2 - Z / r) * P r + c * (k * Q r / r - deriv Q r) = E * P r
  lower : ∀ r, 0 < r → c * (deriv P r + k * P r / r) - (c ^ 2 + Z / r) * Q r = E * Q r

/-- The sum `P² + Q²`, which is the radial probability density if the state is normalised. -/
def density (P Q : ℝ → ℝ) (r : ℝ) : ℝ := P r ^ 2 + Q r ^ 2

/-- The difference `P² - Q²` of the large and small component densities. -/
def massDensity (P Q : ℝ → ℝ) (r : ℝ) : ℝ := P r ^ 2 - Q r ^ 2

/-- The product `P Q` of the large and small components. -/
def mixedDensity (P Q : ℝ → ℝ) (r : ℝ) : ℝ := P r * Q r

/-- The radial moment of order `p`: the integral of `r ^ p * f r` over `r > 0`. -/
def moment (f : ℝ → ℝ) (p : ℝ) : ℝ := ∫ r in Ioi (0 : ℝ), r ^ p * f r

/-- The moment of order `p` of `f` converges absolutely. -/
def HasMoment (f : ℝ → ℝ) (p : ℝ) : Prop :=
  IntegrableOn (fun r : ℝ => r ^ p * f r) (Ioi 0)

variable {c Z k E p : ℝ} {P Q : ℝ → ℝ}

/-- For `c ≠ 0` the eigenvalue equations give the radial derivatives of both components. -/
theorem radial_derivatives (hc : c ≠ 0) (h : IsRadialSolution c Z k E P Q) {r : ℝ} (hr : 0 < r) :
    HasDerivAt P (-k * P r / r + (E + c ^ 2 + Z / r) * Q r / c) r ∧
    HasDerivAt Q (k * Q r / r - (E - c ^ 2 + Z / r) * P r / c) r := by
  have hi : c * c⁻¹ = 1 := mul_inv_cancel₀ hc
  constructor
  · refine (h.diffP r hr).hasDerivAt.congr_deriv ?_
    linear_combination c⁻¹ * h.lower r hr - (deriv P r + k * P r / r) * hi
  · refine (h.diffQ r hr).hasDerivAt.congr_deriv ?_
    linear_combination (-c⁻¹) * h.upper r hr + (k * Q r / r - deriv Q r) * hi

/-- For a radial Dirac-Coulomb solution with `c ≠ 0`, the derivatives of `P² + Q²`, `P² - Q²` and
`P Q` at `r > 0` are linear combinations of these same three densities, with coefficients that
depend on `r`. -/
theorem density_derivatives (hc : c ≠ 0) (h : IsRadialSolution c Z k E P Q) {r : ℝ} (hr : 0 < r) :
    HasDerivAt (density P Q) (-2 * k * massDensity P Q r / r + 4 * c * mixedDensity P Q r) r ∧
    HasDerivAt (massDensity P Q)
      (-2 * k * density P Q r / r + 4 * (E + Z / r) * mixedDensity P Q r / c) r ∧
    HasDerivAt (mixedDensity P Q)
      (c * density P Q r - (E + Z / r) * massDensity P Q r / c) r := by
  have hi : c * c⁻¹ = 1 := mul_inv_cancel₀ hc
  obtain ⟨hP, hQ⟩ := radial_derivatives hc h hr
  have e1 : density P Q = fun x => P x * P x + Q x * Q x := by
    funext x; simp only [density]; ring
  have e2 : massDensity P Q = fun x => P x * P x - Q x * Q x := by
    funext x; simp only [massDensity]; ring
  refine ⟨?_, ?_, ?_⟩
  · rw [e1]
    refine ((hP.fun_mul hP).fun_add (hQ.fun_mul hQ)).congr_deriv ?_
    simp only [massDensity, mixedDensity]
    linear_combination (4 * c * P r * Q r) * hi
  · rw [e2]
    refine ((hP.fun_mul hP).fun_sub (hQ.fun_mul hQ)).congr_deriv ?_
    simp only [density, mixedDensity]
    ring
  · refine (hP.fun_mul hQ).congr_deriv ?_
    simp only [density, massDensity]
    linear_combination (c * (P r ^ 2 + Q r ^ 2)) * hi

/-- If `F` and its derivative are integrable on `r > 0` and `F r` tends to zero as `r → 0⁺`, the
derivative integrates to zero. -/
theorem integral_derivative_eq_zero {F F' : ℝ → ℝ} (hD : ∀ r ∈ Ioi (0 : ℝ), HasDerivAt F (F' r) r)
    (hF : IntegrableOn F (Ioi 0)) (hF' : IntegrableOn F' (Ioi 0))
    (hb : Tendsto F (𝓝[>] 0) (𝓝 0)) : ∫ r in Ioi (0 : ℝ), F' r = 0 := by
  have htop := tendsto_zero_of_hasDerivAt_of_integrableOn_Ioi hD hF' hF
  -- give `F` its limiting value at the origin
  have hu : ∀ x : ℝ, 0 < x → Function.update F 0 0 x = F x :=
    fun x hx => Function.update_of_ne hx.ne' _ _
  have key := integral_Ioi_of_hasDerivAt_of_tendsto (f := Function.update F 0 0) (f' := F')
    (a := 0) (m := 0)
    (by
      rw [continuousWithinAt_update_same]
      exact hb.mono_left (nhdsWithin_mono 0 fun x hx =>
        lt_of_le_of_ne hx.1 fun e => hx.2 e.symm))
    (fun r hr => (hD r hr).congr_of_eventuallyEq (by
      filter_upwards [Ioi_mem_nhds hr] with x hx
      exact hu x hx))
    hF'
    (htop.congr' (by
      filter_upwards [eventually_gt_atTop (0 : ℝ)] with x hx
      exact (hu x hx).symm))
  simpa using key

/-- Integration by parts for moments: a density `f` whose derivative combines `g` and `h`, with and
without a factor `1 / r`, obeys a linear moment relation, if `f`, `g` and `h` have convergent
moments of orders `p` and `p + 1` and `r ^ (p + 1) * f r` tends to zero as `r → 0⁺`. -/
theorem moment_by_parts {f g h : ℝ → ℝ} {a₁ a₂ b₁ b₂ : ℝ}
    (hf : ∀ r, 0 < r → HasDerivAt f ((a₁ * g r + a₂ * h r) / r + (b₁ * g r + b₂ * h r)) r)
    (f0 : HasMoment f p) (f1 : HasMoment f (p + 1)) (g0 : HasMoment g p)
    (g1 : HasMoment g (p + 1)) (h0 : HasMoment h p) (h1 : HasMoment h (p + 1))
    (hb : Tendsto (fun r : ℝ => r ^ (p + 1) * f r) (𝓝[>] 0) (𝓝 0)) :
    (p + 1) * moment f p = -(a₁ * moment g p + a₂ * moment h p
      + b₁ * moment g (p + 1) + b₂ * moment h (p + 1)) := by
  have e : ∀ (q a : ℝ) (u : ℝ → ℝ), HasMoment u q →
      Integrable (fun r : ℝ => a * (r ^ q * u r)) (volume.restrict (Ioi 0)) :=
    fun q a u hu => Integrable.const_mul hu a
  have s1 : Integrable (fun r : ℝ => (p + 1) * (r ^ p * f r) + a₁ * (r ^ p * g r))
      (volume.restrict (Ioi 0)) := (e _ _ _ f0).add (e _ _ _ g0)
  have s2 : Integrable (fun r : ℝ => (p + 1) * (r ^ p * f r) + a₁ * (r ^ p * g r)
      + a₂ * (r ^ p * h r)) (volume.restrict (Ioi 0)) := s1.add (e _ _ _ h0)
  have s3 : Integrable (fun r : ℝ => (p + 1) * (r ^ p * f r) + a₁ * (r ^ p * g r)
      + a₂ * (r ^ p * h r) + b₁ * (r ^ (p + 1) * g r)) (volume.restrict (Ioi 0)) :=
    s2.add (e _ _ _ g1)
  have s4 : Integrable (fun r : ℝ => (p + 1) * (r ^ p * f r) + a₁ * (r ^ p * g r)
      + a₂ * (r ^ p * h r) + b₁ * (r ^ (p + 1) * g r) + b₂ * (r ^ (p + 1) * h r))
      (volume.restrict (Ioi 0)) := s3.add (e _ _ _ h1)
  have key := integral_derivative_eq_zero (fun r hr => by
    have hr' : 0 < r := hr
    have hi : r * r⁻¹ = 1 := mul_inv_cancel₀ hr'.ne'
    refine ((Real.hasDerivAt_rpow_const (p := p + 1) (Or.inl hr'.ne')).fun_mul
      (hf r hr')).congr_deriv ?_
    rw [show p + 1 - 1 = p by ring, Real.rpow_add_one hr'.ne' p]
    linear_combination (r ^ p * (a₁ * g r + a₂ * h r)) * hi) f1 s4 hb
  rw [integral_add s3 (e _ _ _ h1), integral_add s2 (e _ _ _ g1), integral_add s1 (e _ _ _ h0),
    integral_add (e _ _ _ f0) (e _ _ _ g0)] at key
  simp only [integral_const_mul] at key
  unfold moment
  linarith

/-- Moment relations for a radial Dirac-Coulomb solution with `c ≠ 0`, when `P² + Q²` has finite
moments of orders `p` and `p + 1` and `r ^ (p + 1) * (P² + Q²)` tends to zero at the nucleus. -/
theorem moment_relations (hc : c ≠ 0) (h : IsRadialSolution c Z k E P Q)
    (h0 : HasMoment (density P Q) p) (h1 : HasMoment (density P Q) (p + 1))
    (hb : Tendsto (fun r : ℝ => r ^ (p + 1) * density P Q r) (𝓝[>] 0) (𝓝 0)) :
    (p + 1) * moment (density P Q) p
      = 2 * k * moment (massDensity P Q) p - 4 * c * moment (mixedDensity P Q) (p + 1) ∧
    (p + 1) * moment (massDensity P Q) p = 2 * k * moment (density P Q) p
      - 4 * (E * moment (mixedDensity P Q) (p + 1) + Z * moment (mixedDensity P Q) p) / c ∧
    (p + 1) * moment (mixedDensity P Q) p
      = (E * moment (massDensity P Q) (p + 1) + Z * moment (massDensity P Q) p) / c
        - c * moment (density P Q) (p + 1) := by
  -- the other two densities are dominated by `P² + Q²`
  have bs : ∀ r, |massDensity P Q r| ≤ density P Q r := fun r => by
    simp only [massDensity, density]
    exact abs_le.2 ⟨by nlinarith [sq_nonneg (P r)], by nlinarith [sq_nonneg (Q r)]⟩
  have bx : ∀ r, |mixedDensity P Q r| ≤ density P Q r := fun r => by
    simp only [mixedDensity, density]
    exact abs_le.2 ⟨by nlinarith [sq_nonneg (P r + Q r), sq_nonneg (P r), sq_nonneg (Q r)],
      by nlinarith [sq_nonneg (P r - Q r), sq_nonneg (P r), sq_nonneg (Q r)]⟩
  have dom : ∀ (g : ℝ → ℝ), (∀ r, |g r| ≤ density P Q r) → ∀ q r : ℝ, 0 < r →
      ‖r ^ q * g r‖ ≤ r ^ q * density P Q r := fun g hg q r hr => by
    rw [Real.norm_eq_abs, abs_mul, abs_of_nonneg (Real.rpow_nonneg hr.le q)]
    exact mul_le_mul_of_nonneg_left (hg r) (Real.rpow_nonneg hr.le q)
  have int : ∀ (g : ℝ → ℝ), (∀ r, |g r| ≤ density P Q r) → (∀ r, 0 < r → ContinuousAt g r) →
      ∀ q, HasMoment (density P Q) q → HasMoment g q := fun g hg hcg q hq => by
    have hm : ContinuousOn (fun r : ℝ => r ^ q * g r) (Ioi 0) := fun r hr =>
      ((Real.continuousAt_rpow_const r q (Or.inl (ne_of_gt hr))).mul
        (hcg r hr)).continuousWithinAt
    exact Integrable.mono' hq (hm.aestronglyMeasurable measurableSet_Ioi)
      ((ae_restrict_iff' measurableSet_Ioi).2 (Eventually.of_forall fun r hr => dom g hg q r hr))
  have lim : ∀ (g : ℝ → ℝ), (∀ r, |g r| ≤ density P Q r) →
      Tendsto (fun r : ℝ => r ^ (p + 1) * g r) (𝓝[>] 0) (𝓝 0) := fun g hg =>
    squeeze_zero_norm' (by
      filter_upwards [self_mem_nhdsWithin] with r hr
      exact dom g hg (p + 1) r hr) hb
  have D := fun (r : ℝ) (hr : 0 < r) => density_derivatives hc h hr
  have is := int _ bs fun r hr => (D r hr).2.1.continuousAt
  have ix := int _ bx fun r hr => (D r hr).2.2.continuousAt
  -- integrate each of the three derivative formulas
  have r1 := moment_by_parts (a₁ := -2 * k) (a₂ := 0) (b₁ := 0) (b₂ := 4 * c)
    (fun r hr => (D r hr).1.congr_deriv (by ring))
    h0 h1 (is _ h0) (is _ h1) (ix _ h0) (ix _ h1) hb
  have r2 := moment_by_parts (a₁ := -2 * k) (a₂ := 4 * Z / c) (b₁ := 0) (b₂ := 4 * E / c)
    (fun r hr => (D r hr).2.1.congr_deriv (by ring))
    (is _ h0) (is _ h1) h0 h1 (ix _ h0) (ix _ h1) (lim _ bs)
  have r3 := moment_by_parts (a₁ := 0) (a₂ := -Z / c) (b₁ := c) (b₂ := -E / c)
    (fun r hr => (D r hr).2.2.congr_deriv (by ring))
    (ix _ h0) (ix _ h1) h0 h1 (is _ h0) (is _ h1) (lim _ bx)
  exact ⟨by linear_combination r1, by linear_combination r2, by linear_combination r3⟩

/-- Virial theorem for a radial Dirac-Coulomb solution with `c ≠ 0`:
`E ∫ (P² + Q²) = c² ∫ (P² - Q²)`, when `P² + Q²` tends to zero at the nucleus and has finite moments
of orders `-1`, `0` and `1`. -/
theorem virial (hc : c ≠ 0) (h : IsRadialSolution c Z k E P Q)
    (hm : HasMoment (density P Q) (-1)) (h0 : HasMoment (density P Q) 0)
    (h1 : HasMoment (density P Q) 1) (hb : Tendsto (density P Q) (𝓝[>] 0) (𝓝 0)) :
    E * moment (density P Q) 0 = c ^ 2 * moment (massDensity P Q) 0 := by
  have hi : c * c⁻¹ = 1 := mul_inv_cancel₀ hc
  have hid : Tendsto (fun r : ℝ => r) (𝓝[>] 0) (𝓝 0) := tendsto_id.mono_left nhdsWithin_le_nhds
  obtain ⟨a, -, b⟩ := moment_relations (p := -1) hc h hm
    (by rwa [show (-1 : ℝ) + 1 = 0 by norm_num]) (by simpa using hb)
  obtain ⟨d, e, -⟩ := moment_relations (p := 0) hc h h0
    (by rwa [zero_add]) (by simpa using hid.mul hb)
  simp only [neg_add_cancel, zero_add, zero_mul, one_mul] at a b d e
  linear_combination E * d - c ^ 2 * e
    + 4 * c * (E * moment (mixedDensity P Q) 1 + Z * moment (mixedDensity P Q) 0) * hi
    - 2 * k * c * b
    - 2 * k * (E * moment (massDensity P Q) 0 + Z * moment (massDensity P Q) (-1)) * hi + Z * a

/-- The function `r ^ γ * exp (Z r / k)`, for `r > 0` and `k ≠ 0`. It is the large component in
`moment_relations_witness`. -/
def nodelessP (Z k γ r : ℝ) : ℝ := r ^ γ * Real.exp (Z * r / k)

/-- The constant multiple `c * (γ + k) / Z` of `nodelessP`, for `Z ≠ 0`. It is the small component
in `moment_relations_witness`. -/
def nodelessQ (c Z k γ r : ℝ) : ℝ := c * (γ + k) / Z * nodelessP Z k γ r

/-- For `Z > 0`, `k < 0`, `c²γ² = c²k² - Z²` and `p + 2γ > -1`, the nodeless functions solve the
radial equations with `E = -c²γ/k` and meet the moment and boundary conditions of order `p`. -/
theorem moment_relations_witness {γ : ℝ} (hZ : 0 < Z) (hk : k < 0)
    (hγ : c ^ 2 * γ ^ 2 = c ^ 2 * k ^ 2 - Z ^ 2) (hp : -1 < p + 2 * γ) :
    IsRadialSolution c Z k (-c ^ 2 * γ / k) (nodelessP Z k γ) (nodelessQ c Z k γ) ∧
    HasMoment (density (nodelessP Z k γ) (nodelessQ c Z k γ)) p ∧
    HasMoment (density (nodelessP Z k γ) (nodelessQ c Z k γ)) (p + 1) ∧
    Tendsto (fun r : ℝ => r ^ (p + 1) * density (nodelessP Z k γ) (nodelessQ c Z k γ) r)
      (𝓝[>] 0) (𝓝 0) := by
  have hZi : Z * Z⁻¹ = 1 := mul_inv_cancel₀ hZ.ne'
  have hki : k * k⁻¹ = 1 := mul_inv_cancel₀ hk.ne
  have dP : ∀ r, 0 < r →
      HasDerivAt (nodelessP Z k γ) ((γ / r + Z / k) * nodelessP Z k γ r) r := fun r hr => by
    refine ((Real.hasDerivAt_rpow_const (p := γ) (Or.inl hr.ne')).fun_mul
      (((hasDerivAt_id' r).const_mul Z).div_const k).exp).congr_deriv ?_
    rw [Real.rpow_sub_one hr.ne' γ]
    simp only [nodelessP]
    ring
  have dQ : ∀ r, 0 < r → HasDerivAt (nodelessQ c Z k γ)
      (c * (γ + k) / Z * ((γ / r + Z / k) * nodelessP Z k γ r)) r :=
    fun r hr => (dP r hr).const_mul _
  -- the density is a power times a decaying exponential
  have form : ∀ q r : ℝ, 0 < r → (1 + (c * (γ + k) / Z) ^ 2) *
      (r ^ (q + 2 * γ) * Real.exp (-(-(2 * Z / k)) * r))
      = r ^ q * density (nodelessP Z k γ) (nodelessQ c Z k γ) r := fun q r hr => by
    rw [show q + 2 * γ = q + γ + γ by ring, Real.rpow_add hr, Real.rpow_add hr,
      show -(-(2 * Z / k)) * r = Z * r / k + Z * r / k by ring, Real.exp_add]
    simp only [density, nodelessQ, nodelessP]
    ring
  have hβ : 0 < -(2 * Z / k) := neg_pos.2 (div_neg_of_pos_of_neg (by linarith) hk)
  have int : ∀ q : ℝ, -1 < q + 2 * γ →
      HasMoment (density (nodelessP Z k γ) (nodelessQ c Z k γ)) q := fun q hq => by
    have i := integrableOn_rpow_mul_exp_neg_mul_rpow (p := 1) hq (by norm_num) hβ
    simp only [Real.rpow_one] at i
    exact IntegrableOn.congr_fun (Integrable.const_mul i (1 + (c * (γ + k) / Z) ^ 2))
      (fun r hr => form q r hr) measurableSet_Ioi
  refine ⟨⟨fun r hr => (dP r hr).differentiableAt, fun r hr => (dQ r hr).differentiableAt,
    fun r hr => ?_, fun r hr => ?_⟩, int p hp, int (p + 1) (by linarith), ?_⟩
  · rw [(dQ r hr).deriv]
    simp only [nodelessQ]
    linear_combination nodelessP Z k γ r * (-Z⁻¹ * r⁻¹ * hγ + Z * r⁻¹ * hZi
      - c ^ 2 * (γ + k) * k⁻¹ * hZi - c ^ 2 * hki)
  · rw [(dP r hr).deriv]
    simp only [nodelessQ]
    linear_combination nodelessP Z k γ r * (-c * (γ + k) * r⁻¹ * hZi + c ^ 3 * Z⁻¹ * γ * hki
      + c * Z⁻¹ * k⁻¹ * hγ - c * Z * k⁻¹ * hZi + c ^ 3 * Z⁻¹ * k * hki)
  · have hs : 0 < p + 1 + 2 * γ := by linarith
    have hpow : Tendsto (fun r : ℝ => r ^ (p + 1 + 2 * γ)) (𝓝[>] 0) (𝓝 0) := by
      have t := (Real.continuousAt_rpow_const 0 (p + 1 + 2 * γ) (Or.inr (by linarith))).tendsto
      rw [Real.zero_rpow hs.ne'] at t
      exact t.mono_left nhdsWithin_le_nhds
    have hexp : Tendsto (fun r : ℝ => Real.exp (-(-(2 * Z / k)) * r)) (𝓝[>] 0)
        (𝓝 (Real.exp (-(-(2 * Z / k)) * 0))) :=
      (Continuous.tendsto (by fun_prop) 0).mono_left nhdsWithin_le_nhds
    have t := (hpow.mul hexp).const_mul (1 + (c * (γ + k) / Z) ^ 2)
    rw [zero_mul, mul_zero] at t
    refine t.congr' ?_
    filter_upwards [self_mem_nhdsWithin] with r hr
    exact form (p + 1) r hr

end

end DiracCoulombMoments
```

```lean
#print axioms DiracCoulombMoments.moment_relations
#print axioms DiracCoulombMoments.virial
```

```
'DiracCoulombMoments.moment_relations' depends on axioms: [propext, Classical.choice, Quot.sound]
'DiracCoulombMoments.virial' depends on axioms: [propext, Classical.choice, Quot.sound]
```

`IsRadialSolution` says that P and Q are differentiable for r > 0 and satisfy the eigenvalue equations before division by c. `density`, `massDensity` and `mixedDensity` are a, b and m. `moment` integrates with dr, not r² dr, since P and Q are reduced radial functions. `HasMoment` means absolute convergence.

`moment_relations` states the three recurrences for real p. It assumes that A_p and A_(p+1) converge and that r^(p+1)(P² + Q²) → 0 at the nucleus, which means no boundary contribution from there. `virial` assumes convergence at orders −1, 0 and 1, and a density that tends to zero at the nucleus. Normalisation, integer k and quantised E are not assumed; if A₀ converges and is not zero, dividing by it gives expectation values.

`moment_relations_witness` supplies explicit nodeless solutions, with P = r^γ exp(Zr/k) and Q a constant multiple of P, for Z > 0, k < 0, c²γ² = c²k² − Z² and p + 2γ > −1. They are unnormalised. The physical bound states among them have integer k and γ > 0; their normalised value of B₀ is E/c² = −γ/k.

For one electron in the field of a point nucleus, the recurrences can serve as a consistency check on radial integrals from a four-component code. They hold for exact solutions, so the error of a finite basis or grid can also leave a residual. Extended nuclei and electron-electron repulsion are not covered.

The proof follows the calculation above:

- `radial_derivatives` solves for P' and Q', and `density_derivatives` applies the product rule.
- `integral_derivative_eq_zero` handles the boundaries. At infinity, integrability of a function and its derivative forces the limit zero; at the origin, the function is given its limiting value.
- `moment_by_parts` applies this to r^(p+1) f and splits the integral into moments.
- `moment_relations` uses |b| ≤ a and |m| ≤ a to carry convergence and the boundary condition over from a, then calls `moment_by_parts` three times.
- `virial` combines the relations at p = −1 and p = 0 with `linear_combination`.
- The witness proof checks the equations by differentiation, and convergence by writing the density as a power times a decaying exponential.
